# The fourth-rank axial spin operator is traceless, trace-orthogonal to the second-rank one, and zero exactly for spin at most 3/2

To obtain the fourth-rank zero-field parameter of a single spin from its level energies, one can multiply each energy by a fixed number O4(m), add up the products, and divide by the sum of the squares O4(m)². For a spin I with the axial Hamiltonian

H = E0 + B2 O20 + B4 O40

this returns B4 alone, provided that two sums vanish and the divisor does not. Here m is the magnetic quantum number, E0 is a common energy shift, and B2 and B4 are the second- and fourth-rank parameters. The operators O20 and O40 have the eigenvalues

O2(m) = 3m² − X
O4(m) = 35m⁴ − (30X − 25)m² + 3X² − 6X, with X = I(I+1).

The sums of O4(m) and of O2(m) O4(m) over all levels are zero for every spin, so E0 and B2 drop out. The divisor is zero exactly when I ≤ 3/2, and in that case the model has no fourth-rank parameter to determine.

## A half-integer or integer spin

Write I = s/2 with s = 0, 1, 2, … . The levels are m = k − s/2 for k = 0, …, s, which gives s + 1 values in unit steps from −I to I.

```lean
import Mathlib

open Finset

namespace AxialCrystalField

noncomputable section

/-- The magnetic quantum number `m = -I + k` of level `k` for spin `I = s/2`. -/
def mz (s k : ℕ) : ℝ := k - s / 2
```

In Lean the physical condition is carried by the type: `s` is a natural number, and `mz s k` is the real number m. The definition accepts any `k`; the theorems about O2 and O4 restrict it to the levels that exist.

The derivation by hand needs this condition because the ladder that starts at −I must end at I. The proof needs it for the same reason, when the number of terms is set to `s + 1`. If 2I were not an integer, unit steps from −I would miss I, and the end values compared below would belong to different points.

## X is the squared spin

The number X is the eigenvalue of the squared spin, in units of ħ².

```lean
/-- The value `X = I(I+1)` of the squared spin for `I = s/2`. -/
def casimir (s : ℕ) : ℝ := s / 2 * (s / 2 + 1)

/-- The second-rank axial function `O2(m) = 3m² - X`. -/
def O2 (s : ℕ) (m : ℝ) : ℝ := 3 * m ^ 2 - casimir s

/-- The fourth-rank axial function `O4(m) = 35m⁴ - (30X - 25)m² + 3X² - 6X`. -/
def O4 (s : ℕ) (m : ℝ) : ℝ :=
  35 * m ^ 4 - (30 * casimir s - 25) * m ^ 2 + (3 * casimir s ^ 2 - 6 * casimir s)
```

The file inserts `casimir s` as the number I(I+1); it does not derive it from the commutation relations of the three spin components. The normalisation of O4 is the one with leading coefficient 35.

By hand, the value of X enters when sums of powers of m are expressed through X and everything cancels. In the proof it enters when `casimir` is unfolded in the last step of `O4_orthogonal_cubic`. With another value the cancellation can fail. For I = 2 and the classical square X = I² = 4 in place of 6, the sum of O4 over the five levels is 35·34 − 95·10 + 5·24 = 360.

## Axial terms only

Both operators are polynomials in Sz, the spin component along the symmetry axis.

```lean
/-- The spin component `Sz` for spin `s/2`, in the basis of its eigenstates. -/
def Sz (s : ℕ) : Matrix (Fin (s + 1)) (Fin (s + 1)) ℝ :=
  Matrix.diagonal fun k => mz s k

/-- The second-rank axial operator `3Sz² - X`. -/
def O20 (s : ℕ) : Matrix (Fin (s + 1)) (Fin (s + 1)) ℝ :=
  (3 : ℝ) • Sz s ^ 2 - casimir s • 1

/-- The fourth-rank axial operator `35Sz⁴ - (30X - 25)Sz² + 3X² - 6X`. -/
def O40 (s : ℕ) : Matrix (Fin (s + 1)) (Fin (s + 1)) ℝ :=
  (35 : ℝ) • Sz s ^ 4 - (30 * casimir s - 25) • Sz s ^ 2
    + (3 * casimir s ^ 2 - 6 * casimir s) • 1
```

`Sz s` is a real diagonal matrix of size s + 1, written in its own eigenbasis, and `1` is the identity matrix. Since powers of a diagonal matrix are diagonal, the trace of a product of these operators is the sum over levels of the product of their eigenvalues.

Rhombic and other non-axial terms are not treated. If H contains them, its eigenvalues can in general no longer be labelled by m, and the projection must use the diagonal elements of H in the Sz basis instead of its eigenvalues.

## The sum runs over every level

Suppose that a function f is a finite difference, f(x) = F(x+1) − F(x). Adding f over consecutive levels cancels all intermediate values of F:

Σ f(m) = F(I+1) − F(−I), summed over m = −I, …, I.

```lean
/-- If `f` is the finite difference of `F`, the sum of `f` over the lowest `n` values
`m = -I, -I+1, ...` is the difference of `F` at the two ends. -/
theorem sum_levels_telescope (s n : ℕ) (f F : ℝ → ℝ)
    (h : ∀ x, F (x + 1) - F x = f x) :
    ∑ k ∈ range n, f (mz s k) = F (n - s / 2) - F (-(s / 2)) := by
  induction n with
  | zero => simp
  | succ n ih =>
    have e : ((n + 1 : ℕ) : ℝ) - s / 2 = (n - s / 2) + 1 := by
      push_cast
      ring
    have hn := h (mz s n)
    rw [sum_range_succ, ih, e]
    unfold mz at hn ⊢
    linarith
```

The Lean statement is slightly more general, as it sums the first `n` values −I, −I + 1, … for any `n`; the levels of the spin are the case n = s + 1. Its hypothesis `h` is the difference equation for all real x. The proof is an induction on `n`: the empty sum is zero, and each new term adds F(m+1) − F(m) at the next level. Without `h`, the end values of F would say nothing about the sum of f.

Completeness of the sum matters as well. For I = 2 the values of O4 at m = −2, …, 2 are 12, −48, 72, −48, 12, with sum zero. If the level m = 2 is left out of the projection, the remaining sum is −12, and a common energy shift leaks into the value obtained for B4.

## A weight of degree at most three

Both vanishing sums are cases of one statement: O4 is orthogonal, over the levels, to every polynomial a + bm + cm² + dm³.

The odd part needs no calculation. Since O4 is even in m, the terms m O4(m) and m³ O4(m) cancel between m and −m. For the even part, let N = 2I + 1 and let Mr be the sum of mʳ over all levels. The function

P2(x) = x(x−1)(2x−1)/6

satisfies P2(x+1) − P2(x) = x², and P2(−I) = −P2(I+1). The sum is therefore M2 = 2 P2(I+1). The analogous functions for the fourth and sixth powers have the same antisymmetry, and together they give

M0 = N
M2 = N X/3
M4 = N X(3X − 1)/15
M6 = N X(3X² − 3X + 1)/21.

For the constant weight,

Σ O4 = 35 M4 − (30X − 25) M2 + (3X² − 6X) M0
= (N X/3) [7(3X − 1) − (30X − 25) + 9X − 18]
= 0.

For the weight m²,

Σ m² O4 = 35 M6 − (30X − 25) M4 + (3X² − 6X) M2
= (N X/3) [5(3X² − 3X + 1) − (6X − 5)(3X − 1) + 3X² − 6X]
= (N X/3) [(15 − 18 + 3)X² + (−15 + 21 − 6)X + 5 − 5]
= 0.

As O2 = 3m² − X, the sum of O2 O4 is three times the second result minus X times the first, which is zero.

```lean
/-- Summed over all levels of a spin `s/2`, the product of `O4(m)` with any polynomial
in `m` of degree at most three is zero. -/
theorem O4_orthogonal_cubic (s : ℕ) (a b c d : ℝ) :
    ∑ k ∈ range (s + 1),
      (a + b * mz s k + c * mz s k ^ 2 + d * mz s k ^ 3) * O4 s (mz s k) = 0 := by
  -- antidifferences of the powers of m
  let P1 : ℝ → ℝ := fun x => x * (x - 1) / 2
  let P2 : ℝ → ℝ := fun x => x * (x - 1) * (2 * x - 1) / 6
  let P3 : ℝ → ℝ := fun x => x ^ 2 * (x - 1) ^ 2 / 4
  let P4 : ℝ → ℝ := fun x => x * (x - 1) * (2 * x - 1) * (3 * x ^ 2 - 3 * x - 1) / 30
  let P5 : ℝ → ℝ := fun x => x ^ 2 * (x - 1) ^ 2 * (2 * x ^ 2 - 2 * x - 1) / 12
  let P6 : ℝ → ℝ := fun x =>
    x * (x - 1) * (2 * x - 1) * (3 * x ^ 4 - 6 * x ^ 3 + 3 * x + 1) / 42
  let P7 : ℝ → ℝ := fun x =>
    x ^ 2 * (x - 1) ^ 2 * (3 * x ^ 4 - 6 * x ^ 3 - x ^ 2 + 4 * x + 2) / 24
  let u : ℝ := 30 * casimir s - 25
  let v : ℝ := 3 * casimir s ^ 2 - 6 * casimir s
  refine (sum_levels_telescope s (s + 1)
    (fun m => (a + b * m + c * m ^ 2 + d * m ^ 3) * O4 s m)
    (fun x => a * (35 * P4 x - u * P2 x + v * x) + b * (35 * P5 x - u * P3 x + v * P1 x)
      + c * (35 * P6 x - u * P4 x + v * P2 x)
      + d * (35 * P7 x - u * P5 x + v * P3 x)) ?_).trans ?_
  · intro x
    simp only [O4, P1, P2, P3, P4, P5, P6, P7, u, v]
    ring
  · -- the two end values agree once X = I(I+1) is inserted
    simp only [casimir, P1, P2, P3, P4, P5, P6, P7, u, v]
    push_cast
    ring
```

The proof treats all four coefficients at once. `P1` to `P7` are the functions whose finite differences are the powers x to x⁷, and the function x itself serves for the power zero. They are combined into one F for the whole summand. The first `ring` verifies the difference equation that `sum_levels_telescope` requires; the second verifies that F takes the same value at I + 1 and at −I.

The bound on the degree is built into the form of the weight, which has no m⁴ term. With such a term the result can fail: for I = 2, the sum of m⁴ O4(m) is 2·(−48) + 2·16·12 = 288.

## At most four levels

The condition s ≤ 3 means I ≤ 3/2, hence at most four levels. To see that O4 survives for every larger spin, evaluate it at the top level m = I:

O4(I) = 35I⁴ − (30I² + 30I − 25)I² + 3(I² + I)² − 6(I² + I)
= 8I⁴ − 24I³ + 22I² − 6I
= 2I(I − 1)(2I − 1)(2I − 3)
= (s/2)(s − 1)(s − 2)(s − 3).

```lean
/-- At the highest level `m = I = s/2`, the fourth-rank function equals
`(s/2)(s-1)(s-2)(s-3)`. -/
theorem O4_top (s : ℕ) :
    O4 s (mz s s) = (s : ℝ) / 2 * (s - 1) * (s - 2) * (s - 3) := by
  simp only [O4, mz, casimir]
  ring
```

For s ≥ 4 every factor is positive, so O4 is not zero at the top level. For s ≤ 3 the levels are few enough to check:

s = 0: X = 0 and m = 0, so O4 = 0.
s = 1: X = 3/4 and m² = 1/4, so O4 = (35 + 10 + 27 − 72)/16 = 0.
s = 2: X = 2; m = 0 gives 12 − 12 = 0, and m² = 1 gives 35 − 35 + 0 = 0.
s = 3: X = 15/4; m² = 1/4 gives (35 − 350 + 315)/16 = 0, and m² = 9/4 gives (2835 − 3150 + 315)/16 = 0.

Orthogonality gives a reason for these zeros. On at most four points, a cubic can be chosen to agree with O4 itself; the sum of O4² is then zero, and so is every value.

```lean
/-- The fourth-rank function is zero at every level of a spin `s/2` exactly when
`s ≤ 3`. -/
theorem O4_vanishes_iff (s : ℕ) : (∀ k ≤ s, O4 s (mz s k) = 0) ↔ s ≤ 3 := by
  constructor
  · intro h
    by_contra hs
    have h4 : (4 : ℝ) ≤ s := by
      exact_mod_cast (show 4 ≤ s by omega)
    have h0 := h s le_rfl
    rw [O4_top] at h0
    -- every factor of the top value is positive
    have hp : 0 < (s : ℝ) / 2 * (s - 1) * (s - 2) * (s - 3) :=
      mul_pos (mul_pos (mul_pos (by linarith) (by linarith)) (by linarith)) (by linarith)
    linarith
  · intro hs
    interval_cases s <;> intro k hk <;> interval_cases k <;>
      norm_num [O4, casimir, mz]
```

The Lean proof follows the explicit route. In one direction it assumes that s ≤ 3 fails and contradicts the zero at the top level with a product of positive factors. In the other, `interval_cases` lists the spins and their levels, and `norm_num` evaluates each one.

The next theorem collects the three statements about functions on the levels. The coefficients (1, 0, 0, 0) and (−X, 0, 3, 0) in the cubic weight give the first two.

```lean
/-- For spin `s/2`, the sums of `O4` and of `O2 O4` over all levels vanish, and `O4` is
zero at every level exactly when `s ≤ 3`. -/
theorem axial_sum_rules (s : ℕ) :
    ∑ k ∈ range (s + 1), O4 s (mz s k) = 0 ∧
    ∑ k ∈ range (s + 1), O2 s (mz s k) * O4 s (mz s k) = 0 ∧
    ((∀ k ≤ s, O4 s (mz s k) = 0) ↔ s ≤ 3) := by
  refine ⟨?_, ?_, O4_vanishes_iff s⟩
  · rw [← O4_orthogonal_cubic s 1 0 0 0]
    refine sum_congr rfl fun k _ => ?_
    ring
  · rw [← O4_orthogonal_cubic s (-casimir s) 0 3 0]
    refine sum_congr rfl fun k _ => ?_
    simp only [O2]
    ring
```

## From level sums to traces

To carry the results over to operators, one needs that O20 and O40 are diagonal with entries O2(m) and O4(m).

```lean
/-- The axial operators are diagonal in the `Sz` basis, with entries `O2(m)` and
`O4(m)`. -/
theorem axial_operators_diagonal (s : ℕ) :
    O20 s = Matrix.diagonal (fun k : Fin (s + 1) => O2 s (mz s k)) ∧
    O40 s = Matrix.diagonal (fun k : Fin (s + 1) => O4 s (mz s k)) := by
  constructor
  · ext i j
    by_cases h : i = j
    · subst h
      simp [O20, Sz, Matrix.diagonal_pow, O2]
    · simp [O20, Sz, Matrix.diagonal_pow, h]
  · ext i j
    by_cases h : i = j
    · subst h
      simp [O40, Sz, Matrix.diagonal_pow, O4]
    · simp [O40, Sz, Matrix.diagonal_pow, h]
```

The proof compares matrix entries, on the diagonal and off it. The final theorem then reads: Tr O40 = 0, Tr(O20 O40) = 0, and O40 is the zero matrix if and only if s ≤ 3.

```lean
/-- The fourth-rank axial operator is traceless and trace-orthogonal to the second-rank
one, and it is the zero operator exactly when `s ≤ 3`, that is, for spin at most `3/2`. -/
theorem axial_operator_rules (s : ℕ) :
    (O40 s).trace = 0 ∧ (O20 s * O40 s).trace = 0 ∧ (O40 s = 0 ↔ s ≤ 3) := by
  obtain ⟨h2, h4⟩ := axial_operators_diagonal s
  obtain ⟨t1, t2, t3⟩ := axial_sum_rules s
  rw [h2, h4]
  refine ⟨?_, ?_, ?_⟩
  · rw [Matrix.trace_diagonal]
    exact (Fin.sum_univ_eq_sum_range (fun k => O4 s (mz s k)) (s + 1)).trans t1
  · rw [Matrix.diagonal_mul_diagonal, Matrix.trace_diagonal]
    exact (Fin.sum_univ_eq_sum_range
      (fun k => O2 s (mz s k) * O4 s (mz s k)) (s + 1)).trans t2
  · rw [← t3]
    constructor
    · intro h k hk
      have hk' : k < s + 1 := by omega
      have e := congrFun (congrFun h ⟨k, hk'⟩) ⟨k, hk'⟩
      simpa using e
    · intro h
      ext i j
      by_cases hij : i = j
      · subst hij
        simp [h i (Nat.lt_succ_iff.1 i.isLt)]
      · simp [hij]

end

end AxialCrystalField
```

After both operators are replaced by their diagonal forms, each trace becomes a level sum already known to vanish. For the last part, a zero matrix has zero diagonal entries, which gives O4(m) = 0 at every level; conversely, a diagonal matrix whose entries all vanish is zero.

```lean
#print axioms AxialCrystalField.axial_operator_rules
```

```
'AxialCrystalField.axial_operator_rules' depends on axioms: [propext, Classical.choice, Quot.sound]
```

## Reading B4 from the levels of a spin 5/2

For I = 5/2, the function O4 takes the values 120, −180 and 60 at |m| = 1/2, 3/2 and 5/2, and the sum of its squares over the six levels is 100800. In zero field the levels m and −m have equal energy E(|m|), and the projection reduces to

B4 = [E(5/2) − 3E(3/2) + 2E(1/2)] / 840.

A common shift cancels because 1 − 3 + 2 = 0. The second-rank term cancels because O2 has the values 10, −2 and −8 at |m| = 5/2, 3/2 and 1/2, and 10 + 6 − 16 = 0. With a magnetic field along the axis, the six energies are kept separate; the Zeeman term is linear in m and drops out of the full sum too.

In Python, with the energies `E` as a NumPy array ordered from m = −I upwards, the step is:

```python
m = np.arange(s + 1) - s / 2
X = s / 2 * (s / 2 + 1)
o4 = 35*m**4 - (30*X - 25)*m**2 + 3*X**2 - 6*X
B4 = (o4 @ E) / (o4 @ o4)
```

The Hamiltonian and this quotient are not in the Lean file; that the quotient equals B4 for s ≥ 4 follows by linearity from the sum rules proved there. For s ≤ 3 the array `o4` is zero and the quotient is undefined, so a program should reject the request for B4 before it divides. In a least-squares fit the same situation shows up as a column of zeros in the design matrix.
